# The two half-duplications of a bipartite graph are isospectral up to isolated atoms

Anyone who takes the Hückel levels as a fingerprint of a molecular skeleton cannot tell a ring of four atoms plus one isolated atom from a star with one centre and four neighbours: both give $-2,0,0,0,2$, measured from a common site energy in units of a single resonance integral. This pair belongs to a family, obtained by duplicating one half or the other of a bipartite graph.

In Lean 4 with Mathlib:

```lean
import Mathlib

open Matrix Polynomial

namespace IsospectralUnfoldings

variable {R p q : Type*} [CommRing R]

/-- Two sets of sites `p` and `q`, with internal blocks `A`, `B` and couplings `N`, `M`, after
the set `p` has been duplicated: the block matrix `[[A, N, 0], [M, B, M], [0, N, A]]`. -/
def duplicateFirst (A : Matrix p p R) (N : Matrix p q R) (M : Matrix q p R)
    (B : Matrix q q R) : Matrix ((p ⊕ q) ⊕ p) ((p ⊕ q) ⊕ p) R :=
  fromBlocks (fromBlocks A N M B) (fromRows 0 M) (fromCols 0 N) A

/-- The same system after the set `q` has been duplicated instead: the block matrix
`[[A, N, N], [M, B, 0], [M, 0, B]]`. -/
def duplicateSecond (A : Matrix p p R) (N : Matrix p q R) (M : Matrix q p R)
    (B : Matrix q q R) : Matrix ((p ⊕ q) ⊕ q) ((p ⊕ q) ⊕ q) R :=
  fromBlocks (fromBlocks A N M B) (fromRows N 0) (fromCols M 0) B

variable [Fintype p] [Fintype q] [DecidableEq p] [DecidableEq q]

/-- The characteristic polynomial of a matrix obtained by shearing a block triangular one with `E`
is the product of those of the two diagonal blocks `K + U E` and `D`. -/
theorem charpoly_sheared (K : Matrix p p R) (U : Matrix p q R) (E : Matrix q p R)
    (D : Matrix q q R) :
    (fromBlocks K U (E * K - D * E) (D + E * U)).charpoly
      = (K + U * E).charpoly * D.charpoly := by
  have h1 : fromBlocks (K + U * E) U 0 D * fromBlocks 1 0 (-E) 1
      = fromBlocks K U (-(D * E)) D := by
    simp [fromBlocks_multiply]
  have h2 : fromBlocks (1 : Matrix p p R) 0 (-E) (1 : Matrix q q R) * fromBlocks 1 0 E 1
      = 1 := by
    simp [fromBlocks_multiply]
  have h : fromBlocks K U (E * K - D * E) (D + E * U)
      = fromBlocks 1 0 E 1 * (fromBlocks (K + U * E) U 0 D * fromBlocks 1 0 (-E) 1) := by
    rw [h1]
    simp [fromBlocks_multiply, sub_eq_add_neg, add_comm]
  -- the shear and its inverse cancel under the characteristic polynomial
  rw [h, Matrix.charpoly_mul_comm, Matrix.mul_assoc, h2, Matrix.mul_one,
    Matrix.charpoly_fromBlocks_zero₂₁]

/-- After the set `p` has been duplicated, the characteristic polynomial is that of `A` times that
of the original system with the coupling `M` doubled. -/
theorem charpoly_duplicateFirst (A : Matrix p p R) (N : Matrix p q R) (M : Matrix q p R)
    (B : Matrix q q R) :
    (duplicateFirst A N M B).charpoly
      = (fromBlocks A N ((2 : R) • M) B).charpoly * A.charpoly := by
  have h := charpoly_sheared (fromBlocks A N M B) (fromRows 0 M)
    (fromCols (1 : Matrix p p R) (0 : Matrix p q R)) A
  have e1 : fromCols (1 : Matrix p p R) (0 : Matrix p q R) * fromBlocks A N M B
      - A * fromCols (1 : Matrix p p R) (0 : Matrix p q R) = fromCols 0 N := by
    ext i (j | j) <;> simp [Matrix.mul_apply, Fintype.sum_sum_type, Matrix.one_apply]
  have e2 : A + fromCols (1 : Matrix p p R) (0 : Matrix p q R)
      * fromRows (0 : Matrix p p R) M = A := by
    ext i j
    simp [Matrix.mul_apply, Fintype.sum_sum_type]
  have e3 : fromBlocks A N M B + fromRows (0 : Matrix p p R) M
      * fromCols (1 : Matrix p p R) (0 : Matrix p q R) = fromBlocks A N ((2 : R) • M) B := by
    ext (i | i) (j | j) <;> simp [two_mul]
  rw [e1, e2, e3] at h
  exact h

/-- After the set `q` has been duplicated, the characteristic polynomial is that of `B` times that
of the original system with the coupling `N` doubled. -/
theorem charpoly_duplicateSecond (A : Matrix p p R) (N : Matrix p q R) (M : Matrix q p R)
    (B : Matrix q q R) :
    (duplicateSecond A N M B).charpoly
      = (fromBlocks A ((2 : R) • N) M B).charpoly * B.charpoly := by
  have h := charpoly_sheared (fromBlocks A N M B) (fromRows N 0)
    (fromCols (0 : Matrix q p R) (1 : Matrix q q R)) B
  have e1 : fromCols (0 : Matrix q p R) (1 : Matrix q q R) * fromBlocks A N M B
      - B * fromCols (0 : Matrix q p R) (1 : Matrix q q R) = fromCols M 0 := by
    ext i (j | j) <;> simp [Matrix.mul_apply, Fintype.sum_sum_type, Matrix.one_apply]
  have e2 : B + fromCols (0 : Matrix q p R) (1 : Matrix q q R)
      * fromRows N (0 : Matrix q q R) = B := by
    ext i j
    simp [Matrix.mul_apply, Fintype.sum_sum_type]
  have e3 : fromBlocks A N M B + fromRows N (0 : Matrix q q R)
      * fromCols (0 : Matrix q p R) (1 : Matrix q q R) = fromBlocks A ((2 : R) • N) M B := by
    ext (i | i) (j | j) <;> simp [two_mul]
  rw [e1, e2, e3] at h
  exact h

/-- A scalar factor can be moved from one off-diagonal block to the other without changing
the determinant, even if the factor is not invertible. -/
theorem det_move_factor {S : Type*} [CommRing S] (t : S) (P : Matrix p p S)
    (N : Matrix p q S) (M : Matrix q p S) (Q : Matrix q q S) :
    (fromBlocks P (t • N) M Q).det = (fromBlocks P N (t • M) Q).det := by
  -- first for an indeterminate factor, whose powers can be cancelled
  have key : (fromBlocks (P.map C) ((X : S[X]) • N.map C) (M.map C) (Q.map C)).det
      = (fromBlocks (P.map C) (N.map C) ((X : S[X]) • M.map C) (Q.map C)).det := by
    have h : fromBlocks 1 0 0 ((X : S[X]) • (1 : Matrix q q S[X]))
          * fromBlocks (P.map C) ((X : S[X]) • N.map C) (M.map C) (Q.map C)
        = fromBlocks (P.map C) (N.map C) ((X : S[X]) • M.map C) (Q.map C)
          * fromBlocks 1 0 0 ((X : S[X]) • (1 : Matrix q q S[X])) := by
      simp [fromBlocks_multiply]
    have hD : (fromBlocks (1 : Matrix p p S[X]) 0 0
        ((X : S[X]) • (1 : Matrix q q S[X]))).det = X ^ Fintype.card q := by
      rw [det_fromBlocks_zero₂₁, det_one, one_mul, det_smul, det_one, mul_one]
    have hd := congrArg Matrix.det h
    rw [det_mul, det_mul, hD] at hd
    exact (monic_X_pow (Fintype.card q)).isRegular.left (hd.trans (mul_comm _ _))
  -- then the indeterminate is given the value `t`
  have e := congrArg (evalRingHom t) key
  rw [RingHom.map_det, RingHom.map_det] at e
  convert e using 2 <;> ext (i | i) (j | j) <;> simp <;> ring

/-- The two ways of duplicating half of a system have characteristic polynomials that agree
once each is multiplied by that of the block the other one duplicates. -/
theorem charpoly_unfoldings (A : Matrix p p R) (N : Matrix p q R) (M : Matrix q p R)
    (B : Matrix q q R) :
    B.charpoly * (duplicateFirst A N M B).charpoly
      = A.charpoly * (duplicateSecond A N M B).charpoly := by
  have h : (fromBlocks A ((2 : R) • N) M B).charpoly
      = (fromBlocks A N ((2 : R) • M) B).charpoly := by
    have hN : -((2 : R) • N).map C = (C (2 : R)) • (-N.map C) := by
      ext i j : 2
      simp
    have hM : -((2 : R) • M).map C = (C (2 : R)) • (-M.map C) := by
      ext i j : 2
      simp
    rw [Matrix.charpoly, Matrix.charpoly, charmatrix_fromBlocks, charmatrix_fromBlocks, hN, hM]
    exact det_move_factor _ _ _ _ _
  rw [charpoly_duplicateFirst, charpoly_duplicateSecond, h]
  ring

/-- For a bipartite graph with coupling block `N`, the characteristic polynomials `f` and `g`
of the two duplicated graphs satisfy `x^q f = x^p g`. -/
theorem bipartite_unfoldings (N : Matrix p q R) :
    X ^ Fintype.card q * (duplicateFirst 0 N Nᵀ 0).charpoly
      = X ^ Fintype.card p * (duplicateSecond 0 N Nᵀ 0).charpoly := by
  have h := charpoly_unfoldings 0 N Nᵀ 0
  rwa [Matrix.charpoly_zero, Matrix.charpoly_zero] at h

/-- With `q` isolated atoms added to the first duplicated bipartite graph and `p` to the
second, the two graphs have the same characteristic polynomial. -/
theorem isospectral_with_isolated_atoms (N : Matrix p q R) :
    (fromBlocks (duplicateFirst 0 N Nᵀ 0) 0 0 (0 : Matrix q q R)).charpoly
      = (fromBlocks (duplicateSecond 0 N Nᵀ 0) 0 0 (0 : Matrix p p R)).charpoly := by
  rw [Matrix.charpoly_fromBlocks_zero₂₁, Matrix.charpoly_fromBlocks_zero₂₁,
    Matrix.charpoly_zero, Matrix.charpoly_zero, mul_comm, bipartite_unfoldings, mul_comm]

/-- Over an integral domain, every nonzero level occurs with the same algebraic multiplicity
in the two duplicated bipartite graphs, and the multiplicities of the level zero agree after
adding `q` to the first and `p` to the second. -/
theorem level_multiplicities [IsDomain R] (N : Matrix p q R) :
    (∀ e : R, e ≠ 0 → (duplicateFirst 0 N Nᵀ 0).charpoly.rootMultiplicity e
      = (duplicateSecond 0 N Nᵀ 0).charpoly.rootMultiplicity e) ∧
    Fintype.card q + (duplicateFirst 0 N Nᵀ 0).charpoly.rootMultiplicity 0
      = Fintype.card p + (duplicateSecond 0 N Nᵀ 0).charpoly.rootMultiplicity 0 := by
  have hf := mul_ne_zero (monic_X_pow (R := R) (Fintype.card q)).ne_zero
    (Matrix.charpoly_monic (duplicateFirst 0 N Nᵀ 0)).ne_zero
  have hg := mul_ne_zero (monic_X_pow (R := R) (Fintype.card p)).ne_zero
    (Matrix.charpoly_monic (duplicateSecond 0 N Nᵀ 0)).ne_zero
  have h (e : R) := congrArg (rootMultiplicity e) (bipartite_unfoldings N)
  simp only [rootMultiplicity_mul hf, rootMultiplicity_mul hg] at h
  constructor
  · intro e he
    have hX (n : ℕ) : rootMultiplicity e (X ^ n : R[X]) = 0 :=
      rootMultiplicity_eq_zero (by simp [IsRoot, he])
    simpa only [hX, zero_add] using h e
  · have hX (n : ℕ) : rootMultiplicity 0 (X ^ n : R[X]) = n := by
      simpa using rootMultiplicity_X_sub_C_pow (0 : R) n
    simpa only [hX] using h 0

end IsospectralUnfoldings
```

```lean
#print axioms IsospectralUnfoldings.isospectral_with_isolated_atoms
#print axioms IsospectralUnfoldings.level_multiplicities
```

```
'IsospectralUnfoldings.isospectral_with_isolated_atoms' depends on axioms: [propext, Classical.choice, Quot.sound]
'IsospectralUnfoldings.level_multiplicities' depends on axioms: [propext, Classical.choice, Quot.sound]
```

## Which spectra agree

Let `p` and `q` be finite sets of sites, with $|p|$ and $|q|$ members. The blocks $A$ and $B$ act inside them, $N$ couples $p$ to $q$, and $M$ couples $q$ to $p$. Duplicating $p$ or $q$ gives

$$F=\begin{pmatrix}A&N&0\\M&B&M\\0&N&A\end{pmatrix},\qquad
G=\begin{pmatrix}A&N&N\\M&B&0\\M&0&B\end{pmatrix}.$$

These are `duplicateFirst` and `duplicateSecond`; the nested index type `(p ⊕ q) ⊕ p` lists the original system first and then the copy. Write $\chi_K(x)=\det(xI-K)$ for the characteristic polynomial. Over any commutative ring, `charpoly_unfoldings` states

$$\chi_B\,\chi_F=\chi_A\,\chi_G .$$

For $A=B=0$ and $M=N^T$, with $f=\chi_F$ and $g=\chi_G$, this becomes $x^{|q|}f=x^{|p|}g$, which is `bipartite_unfoldings`. An isolated atom is a zero row and column, so adding $|q|$ of them to the first graph and $|p|$ to the second makes the polynomials equal.

Over an integral domain, `level_multiplicities` adds that each nonzero level has the same algebraic multiplicity in both graphs, while the multiplicities $m_0$ of zero satisfy $|q|+m_0(f)=|p|+m_0(g)$.

The opening pair has $|p|=1$, $|q|=2$ and $N=(1\;\;1)$. Duplicating the centre gives the ring, with $f=x^4-4x^2$; duplicating the ends gives the star, with $g=x^5-4x^3$. Here $g=xf$, so one isolated atom added to the ring is enough.

## Levels in Hückel theory

In Hückel theory with one site energy $\alpha$ and resonance integral $\beta$, a root $x$ corresponds to the orbital energy $\alpha+\beta x$. The `e` in the file is this $x$, not the energy itself. For real $N$ the matrices are symmetric, so algebraic multiplicity is ordinary degeneracy, and $m_0$ counts the nonbonding orbitals of this non-interacting model.

The step from matrix to molecule is an assumption: in the bipartite case a real duplicated atom must have the same site energy as its original and the same couplings to the other set, it must not couple to its original or to any other atom of the duplicated set, and electron repulsion is ignored. The star in the opening pair illustrates the graph model only and is not a conjugated hydrocarbon: a carbon atom bonded to four neighbours has no p orbital left for a π system. For complex hoppings the Hermitian choice is $M=N^\dagger$, which the general theorem admits but the bipartite statements, written with a transpose, do not.

The equal site energies matter. Take one site in each set, with $N=M=1$, $A=1$ and $B=0$. Then $F$ has levels $-1,1,2$ and $G$ has $-1,0,2$, so $x^{|q|}f=x^{|p|}g$ fails when the two sets may have different site energies.

## Splitting off the difference of the copies

Let $F$ act on amplitudes $(u,v,w)$, and put $d=w-u$. The images of $u$, $v$ and $d$ are

$$Au+Nv,\qquad 2Mu+Bv+Md,\qquad Ad .$$

The matrix is now block triangular, so

$$\chi_F=\chi_{\begin{pmatrix}A&N\\2M&B\end{pmatrix}}\,\chi_A .$$

For $G$, the difference $d=w-v$ gives in the same way

$$\chi_G=\chi_{\begin{pmatrix}A&2N\\M&B\end{pmatrix}}\,\chi_B .$$

With normalised symmetric combinations of the copies, both couplings would instead carry a factor $\sqrt2$.

The change of variables is `charpoly_sheared`: its `E` picks out the duplicated set, and `Matrix.charpoly_mul_comm` brings the shear next to its inverse, where they cancel. The two `charpoly_duplicate...` theorems insert the blocks and check the entries.

It remains to move the 2 from $N$ to $M$. For any scalar $t$ and square blocks $P,Q$,

$$\begin{pmatrix}1&0\\0&t\end{pmatrix}\begin{pmatrix}P&tN\\M&Q\end{pmatrix}
=\begin{pmatrix}P&N\\tM&Q\end{pmatrix}\begin{pmatrix}1&0\\0&t\end{pmatrix}.$$

Taking determinants puts $t^{|q|}$ on both sides. It may not cancel, for instance when $t=2=0$ in the ring. `det_move_factor` therefore replaces $t$ by a new indeterminate, whose powers do cancel, and then evaluates it at $t$. This `X` is separate from the spectral variable $x$.

Applying this with $P=xI-A$, $Q=xI-B$, off-diagonal blocks $-N,-M$ and $t=2$ shows that the two reduced systems share one characteristic polynomial $h$. Hence

$$\chi_B\chi_F=\chi_B\,h\,\chi_A=\chi_A\chi_G .$$

The bipartite case uses $\chi_0=x^n$ for the $n\times n$ zero block. For the multiplicities, root multiplicities add in a product over a domain, and $x^n$ contributes $n$ at zero and nothing elsewhere.
